# The Double-Harmonic Intensity of a Fundamental Depends Only on the Dipole Derivative

In the double-harmonic approximation the potential is harmonic and the dipole is linear in the nuclear displacements. Take two such modes with different frequencies but the same nonzero dipole slope, each measured along its mass-weighted normal coordinate. Their squared transition moments differ, and comparing those numbers alone could suggest that the dipole responds more strongly along the slower mode. The error disappears once the squared moment is multiplied by the transition frequency, as the absorption strength requires.

Take $\hbar=1$, a mass-weighted normal coordinate $q$ and a frequency $w>0$. The two lowest oscillator states are

$$\psi_0(q)=\left(\frac{w}{\pi}\right)^{1/4}e^{-wq^2/2},\qquad \psi_1(q)=\sqrt{2w}\,q\,\psi_0(q).$$

For a dipole function $\mu(q)$, define the transition moment $M=\int\psi_1\mu\psi_0\,dq$ and the band strength $S=wM^2$, with constant prefactors omitted. The claim is that $\mu=m_0+m_1q$ gives $M=m_1/\sqrt{2w}$ and $S=m_1^2/2$.

## The moment as an averaged slope

Write $\rho=\psi_0^2=\sqrt{w/\pi}\,e^{-wq^2}$ and $\langle f\rangle=\int f\rho\,dq$. Since $\rho'=-2wq\rho$,

$$(\mu\rho)'=\mu'\rho-2wq\mu\rho.$$

If $\mu\rho$ and its derivative are integrable, $\mu\rho$ has limits at $\pm\infty$, and integrability forces both to be zero. The left side therefore integrates to zero. With both terms on the right integrable,

$$\langle\mu'\rangle=2w\langle q\mu\rangle,\qquad M=\sqrt{2w}\,\langle q\mu\rangle=\frac{\langle\mu'\rangle}{\sqrt{2w}},\qquad S=\frac{\langle\mu'\rangle^2}{2}.$$

The Gaussian integral $\int e^{-wq^2}dq=\sqrt{\pi/w}$ gives $\langle1\rangle=1$. Putting $\mu=1$ into the first identity gives $\langle q\rangle=0$, and $\mu=q$ gives $\langle q^2\rangle=1/(2w)$. Hence $\int\psi_1^2\,dq=2w\langle q^2\rangle=1$ and $\int\psi_1\psi_0\,dq=\sqrt{2w}\langle q\rangle=0$, so the states are orthonormal.

## From a cubic dipole to the linear one

For $\mu=m_0+m_1q+m_2q^2+m_3q^3$, the averaged slope is

$$\langle\mu'\rangle=m_1+2m_2\langle q\rangle+3m_3\langle q^2\rangle=m_1+\frac{3m_3}{2w},$$

and therefore

$$S=\frac12\left(m_1+\frac{3m_3}{2w}\right)^2.$$

The quadratic coefficient drops out, and $m_2=m_3=0$ gives the linear result.

If $m_3=0$, the strength is the same at every frequency. Conversely, let $S_1,S_2,S_3$ be the strengths at $w=1,\tfrac12,\tfrac13$. With $h=3m_3/2$ they are $\tfrac12(m_1+h)^2$, $\tfrac12(m_1+2h)^2$ and $\tfrac12(m_1+3h)^2$, so

$$S_1-2S_2+S_3=h^2=\tfrac94m_3^2.$$

Equal strengths make the left side zero, hence $m_3=0$. Two frequencies would not be enough: $m_1=-3h/2$ makes $S_1=S_2$ even when $h\neq0$.

In electronic-structure calculations, the linear result $S=m_1^2/2$ lets a harmonic infrared intensity be obtained from dipole derivatives. It is stated here for a single mode and one dipole component. Averaged over orientations, the intensity of the mode is proportional to the sum of $m_1^2$ over the three components.

## States and strength in Lean

The development uses real-valued functions and Mathlib's integral over the whole real line.

```lean
import Mathlib

open MeasureTheory

namespace DoubleHarmonicIntensity

noncomputable section
```

The ground state is entered as an explicit function of `w` and `q`. It is not derived from a Schrödinger equation.

```lean
/-- Ground state of an oscillator of frequency `w` in the mass-weighted coordinate `q`,
with `ħ = 1`. -/
def ground (w q : ℝ) : ℝ := (w / Real.pi) ^ (1 / 4 : ℝ) * Real.exp (-w * q ^ 2 / 2)
```

The excited state is the ground state multiplied by $\sqrt{2w}\,q$.

```lean
/-- First excited state of the same oscillator. -/
def excited (w q : ℝ) : ℝ := Real.sqrt (2 * w) * q * ground w q
```

The argument `μ` is one component of the dipole along one coordinate. Lean assigns the value zero to the integral of a non-integrable function, so this definition carries its physical meaning only when the integrand is integrable.

```lean
/-- Matrix element of the dipole function `μ` between the two lowest states. -/
def transitionMoment (w : ℝ) (μ : ℝ → ℝ) : ℝ := ∫ q, excited w q * μ q * ground w q
```

The factor `w` stands for the transition frequency, which for a harmonic oscillator equals the spacing between the two levels when $\hbar=1$. Anharmonic shifts and coupling between modes are absent.

```lean
/-- Frequency times squared transition moment of the fundamental band. -/
def bandStrength (w : ℝ) (μ : ℝ → ℝ) : ℝ := w * transitionMoment w μ ^ 2
```

## The Gaussian density and its moments

Squaring the wavefunction turns the fourth root into a square root and doubles the exponent. The lemma gives $\rho$ in the form used above.

```lean
/-- The ground-state probability density is a Gaussian. -/
theorem ground_sq {w : ℝ} (hw : 0 < w) (q : ℝ) :
    ground w q ^ 2 = Real.sqrt (w / Real.pi) * Real.exp (-w * q ^ 2) := by
  have h1 : ((w / Real.pi) ^ (1 / 4 : ℝ)) ^ 2 = Real.sqrt (w / Real.pi) := by
    rw [Real.sqrt_eq_rpow, ← Real.rpow_natCast, ← Real.rpow_mul (by positivity)]
    norm_num
  have h2 : Real.exp (-w * q ^ 2 / 2) ^ 2 = Real.exp (-w * q ^ 2) := by
    rw [← Real.exp_nat_mul]
    congr 1
    push_cast
    ring
  rw [ground, mul_pow, h1, h2]
```

All polynomial moments of $\rho$ are integrable. The proof takes Mathlib's result for powers times a Gaussian and restores the normalisation constant.

```lean
/-- Every natural-number power of the coordinate is integrable against the ground-state density. -/
theorem integrable_pow {w : ℝ} (hw : 0 < w) (n : ℕ) :
    Integrable (fun q : ℝ => q ^ n * ground w q ^ 2) := by
  have hn : (-1 : ℝ) < (n : ℝ) := by
    have : (0 : ℝ) ≤ (n : ℝ) := Nat.cast_nonneg n
    linarith
  have h := integrable_rpow_mul_exp_neg_mul_sq hw hn
  simp only [Real.rpow_natCast] at h
  refine (h.const_mul (Real.sqrt (w / Real.pi))).congr
    (Filter.Eventually.of_forall fun q => ?_)
  simp only [ground_sq hw]
  ring
```

The next theorem is the integration by parts. The hypothesis `hμ` says that `μ'` is the derivative of `μ` everywhere, while `h0`, `h1` and `h2` require $\mu\rho$, $\mu'\rho$ and $q\mu\rho$ to be integrable. Within the proof, `hρ` is $\rho'=-2wq\rho$ and `hd` is the product rule. The Mathlib theorem `integral_eq_zero_of_hasDerivAt_of_integrable` then replaces the argument about limits at infinity.

```lean
/-- The ground-state average of a dipole derivative is `2w` times the average of coordinate times
dipole, provided the dipole, its derivative and coordinate times dipole are all integrable against
the ground-state density. -/
theorem mean_slope {w : ℝ} (hw : 0 < w) {μ μ' : ℝ → ℝ}
    (hμ : ∀ q, HasDerivAt μ (μ' q) q)
    (h0 : Integrable (fun q => μ q * ground w q ^ 2))
    (h1 : Integrable (fun q => μ' q * ground w q ^ 2))
    (h2 : Integrable (fun q => q * μ q * ground w q ^ 2)) :
    ∫ q, μ' q * ground w q ^ 2 = 2 * w * ∫ q, q * μ q * ground w q ^ 2 := by
  -- the density satisfies ρ' = -2 w q ρ
  have hρ : ∀ q, HasDerivAt (fun x => ground w x ^ 2) (-2 * w * q * ground w q ^ 2) q := by
    intro q
    have hfun : (fun x => ground w x ^ 2) =
        fun x => Real.sqrt (w / Real.pi) * Real.exp (-w * x ^ 2) :=
      funext fun x => ground_sq hw x
    rw [hfun, ground_sq hw]
    have hp : HasDerivAt (fun x : ℝ => x ^ 2) (2 * q) q := by
      simpa using hasDerivAt_pow 2 q
    exact (((hp.const_mul (-w)).exp).const_mul _).congr_deriv (by ring)
  have hd : ∀ q, HasDerivAt (fun x => μ x * ground w x ^ 2)
      (μ' q * ground w q ^ 2 - 2 * w * (q * μ q * ground w q ^ 2)) q :=
    fun q => ((hμ q).fun_mul (hρ q)).congr_deriv (by ring)
  have hi : Integrable (fun q => μ' q * ground w q ^ 2
      - 2 * w * (q * μ q * ground w q ^ 2)) := h1.sub (h2.const_mul (2 * w))
  -- the total derivative of μ ρ integrates to zero
  have h := integral_eq_zero_of_hasDerivAt_of_integrable hd hi h0
  rw [integral_sub h1 (h2.const_mul (2 * w)), integral_const_mul] at h
  linarith
```

The norm comes from `integral_gaussian`. The mean and the mean square come from `mean_slope` with $\mu=1$ and $\mu=q$, as in the derivation by hand.

```lean
/-- In the ground state the density is normalised, the mean displacement is zero and the
mean square displacement is `1/(2w)`. -/
theorem ground_moments {w : ℝ} (hw : 0 < w) :
    ∫ q, ground w q ^ 2 = 1 ∧ ∫ q, q * ground w q ^ 2 = 0 ∧
      ∫ q, q ^ 2 * ground w q ^ 2 = 1 / (2 * w) := by
  have hn : ∫ q, ground w q ^ 2 = 1 := by
    have hw' := hw.ne'
    have hpi := Real.pi_ne_zero
    have h : w / Real.pi * (Real.pi / w) = 1 := by field_simp
    simp only [ground_sq hw]
    rw [integral_const_mul, integral_gaussian, ← Real.sqrt_mul (by positivity), h,
      Real.sqrt_one]
  refine ⟨hn, ?_, ?_⟩
  · have h := mean_slope hw (μ := fun _ => 1) (μ' := fun _ => 0)
      (fun q => hasDerivAt_const q 1) (by simpa using integrable_pow hw 0)
      (by simp) (by simpa using integrable_pow hw 1)
    simp only [zero_mul, integral_zero, mul_one] at h
    exact (mul_eq_zero.mp h.symm).resolve_left (by positivity)
  · have h := mean_slope hw (μ := fun q => q) (μ' := fun _ => 1)
      (fun q => hasDerivAt_id' q) (by simpa using integrable_pow hw 1)
      (by simpa using integrable_pow hw 0)
      (by simpa [pow_two] using integrable_pow hw 2)
    simp only [one_mul, hn, ← pow_two] at h
    rw [eq_div_iff (by positivity)]
    linarith
```

Orthonormality follows by rewriting each integrand as a constant times a moment already known.

```lean
/-- The two lowest oscillator states are orthonormal on the real line. -/
theorem states_orthonormal {w : ℝ} (hw : 0 < w) :
    ∫ q, ground w q ^ 2 = 1 ∧ ∫ q, excited w q ^ 2 = 1 ∧
      ∫ q, excited w q * ground w q = 0 := by
  obtain ⟨hn, hm, hv⟩ := ground_moments hw
  refine ⟨hn, ?_, ?_⟩
  · have e : (fun q => excited w q ^ 2) = fun q => 2 * w * (q ^ 2 * ground w q ^ 2) := by
      funext q
      rw [excited, mul_pow, mul_pow, Real.sq_sqrt (by positivity)]
      ring
    rw [e, integral_const_mul, hv]
    exact mul_one_div_cancel (by positivity)
  · have e : (fun q => excited w q * ground w q) =
        fun q => Real.sqrt (2 * w) * (q * ground w q ^ 2) := by
      funext q
      rw [excited]
      ring
    rw [e, integral_const_mul, hm, mul_zero]
```

## Transition moments and band strengths in Lean

For a general differentiable dipole with the three integrability conditions, the theorem concerns the moment. The proof pulls $\sqrt{2w}$ out of the integral, applies `mean_slope`, and finishes with $\sqrt{2w}\,\sqrt{2w}=2w$.

```lean
/-- The transition moment of a differentiable dipole function is the ground-state average of its
derivative divided by `√(2w)`, provided the dipole, its derivative and coordinate times dipole are
all integrable against the ground-state density. -/
theorem transitionMoment_eq_mean_slope {w : ℝ} (hw : 0 < w) {μ μ' : ℝ → ℝ}
    (hμ : ∀ q, HasDerivAt μ (μ' q) q)
    (h0 : Integrable (fun q => μ q * ground w q ^ 2))
    (h1 : Integrable (fun q => μ' q * ground w q ^ 2))
    (h2 : Integrable (fun q => q * μ q * ground w q ^ 2)) :
    transitionMoment w μ = (∫ q, μ' q * ground w q ^ 2) / Real.sqrt (2 * w) := by
  have e : (fun q => excited w q * μ q * ground w q) =
      fun q => Real.sqrt (2 * w) * (q * μ q * ground w q ^ 2) := by
    funext q
    rw [excited]
    ring
  have hs : Real.sqrt (2 * w) * Real.sqrt (2 * w) = 2 * w :=
    Real.mul_self_sqrt (by positivity)
  have hpos : 0 < Real.sqrt (2 * w) := Real.sqrt_pos.mpr (by positivity)
  rw [transitionMoment, e, integral_const_mul, mean_slope hw hμ h0 h1 h2,
    eq_div_iff hpos.ne']
  linear_combination (∫ q, q * μ q * ground w q ^ 2) * hs
```

For the cubic dipole, the first goal averages the slope term by term. The remaining goals supply the derivative and the three integrability conditions, the last of which needs moments up to $q^4$.

```lean
/-- Transition moment of a cubic dipole function; the constant and quadratic terms
do not contribute. -/
theorem transitionMoment_cubic {w : ℝ} (hw : 0 < w) (m0 m1 m2 m3 : ℝ) :
    transitionMoment w (fun q => m0 + m1 * q + m2 * q ^ 2 + m3 * q ^ 3) =
      (m1 + 3 * m3 / (2 * w)) / Real.sqrt (2 * w) := by
  obtain ⟨hn, hm, hv⟩ := ground_moments hw
  have P := integrable_pow hw
  have A : Integrable (fun q => m1 * ground w q ^ 2) := by
    simpa using (P 0).const_mul m1
  have B : Integrable (fun q => 2 * m2 * (q * ground w q ^ 2)) := by
    have h := (P 1).const_mul (2 * m2)
    simp only [pow_one] at h
    exact h
  have C : Integrable (fun q => 3 * m3 * (q ^ 2 * ground w q ^ 2)) :=
    (P 2).const_mul (3 * m3)
  have AB : Integrable (fun q => m1 * ground w q ^ 2 + 2 * m2 * (q * ground w q ^ 2)) :=
    A.add B
  have e : (fun q => (m1 + 2 * m2 * q + 3 * m3 * q ^ 2) * ground w q ^ 2) =
      fun q => m1 * ground w q ^ 2 + 2 * m2 * (q * ground w q ^ 2)
        + 3 * m3 * (q ^ 2 * ground w q ^ 2) := by
    funext q
    ring
  rw [transitionMoment_eq_mean_slope hw
    (μ' := fun q => m1 + 2 * m2 * q + 3 * m3 * q ^ 2) ?_ ?_ ?_ ?_]
  · -- average the slope term by term
    rw [e, integral_add AB C, integral_add A B, integral_const_mul, integral_const_mul,
      integral_const_mul, hn, hm, hv]
    ring
  · intro q
    have p2 : HasDerivAt (fun x : ℝ => x ^ 2) (2 * q) q := by
      simpa using hasDerivAt_pow 2 q
    have p3 : HasDerivAt (fun x : ℝ => x ^ 3) (3 * q ^ 2) q := by
      simpa using hasDerivAt_pow 3 q
    exact (((((hasDerivAt_id' q).const_mul m1).const_add m0).fun_add
      (p2.const_mul m2)).fun_add (p3.const_mul m3)).congr_deriv (by ring)
  · refine (((((P 0).const_mul m0).add ((P 1).const_mul m1)).add
      ((P 2).const_mul m2)).add ((P 3).const_mul m3)).congr
      (Filter.Eventually.of_forall fun q => ?_)
    simp only [Pi.add_apply]
    ring
  · rw [e]
    exact AB.add C
  · refine (((((P 1).const_mul m0).add ((P 2).const_mul m1)).add
      ((P 3).const_mul m2)).add ((P 4).const_mul m3)).congr
      (Filter.Eventually.of_forall fun q => ?_)
    simp only [Pi.add_apply]
    ring
```

Squaring the moment and multiplying by `w` cancels the frequency in the prefactor, leaving $1/2$. The frequency inside the bracket remains.

```lean
/-- Band strength of the fundamental for a cubic dipole function. -/
theorem bandStrength_cubic {w : ℝ} (hw : 0 < w) (m0 m1 m2 m3 : ℝ) :
    bandStrength w (fun q => m0 + m1 * q + m2 * q ^ 2 + m3 * q ^ 3) =
      (m1 + 3 * m3 / (2 * w)) ^ 2 / 2 := by
  rw [bandStrength, transitionMoment_cubic hw, div_pow, Real.sq_sqrt (by positivity)]
  generalize m1 + 3 * m3 / (2 * w) = X
  have hw' := hw.ne'
  field_simp
```

The main theorem states both halves of the claim, for every positive `w` and all real `m0` and `m1`. Its proof writes the linear dipole as a cubic with two zero coefficients.

```lean
/-- Double-harmonic intensity: for a linear dipole function the transition moment is
`m1/√(2w)`, and frequency times squared moment is `m1²/2`. -/
theorem double_harmonic_intensity {w : ℝ} (hw : 0 < w) (m0 m1 : ℝ) :
    transitionMoment w (fun q => m0 + m1 * q) = m1 / Real.sqrt (2 * w) ∧
      bandStrength w (fun q => m0 + m1 * q) = m1 ^ 2 / 2 := by
  have e : (fun q : ℝ => m0 + m1 * q) =
      fun q => m0 + m1 * q + 0 * q ^ 2 + 0 * q ^ 3 := by
    funext q
    ring
  rw [e, transitionMoment_cubic hw, bandStrength_cubic hw]
  constructor <;> simp only [mul_zero, zero_div, add_zero]
```

The last theorem expresses frequency independence as the existence of one number `S` equal to the strength at every positive `w`, with the coefficients held fixed. This differs from isotopic substitution, which can also change the mass-weighted coordinate and with it $m_1$. The `linear_combination` step is the three-frequency identity, multiplied by $4/9$ to isolate $m_3^2$.

```lean
/-- For a cubic dipole function the band strength is the same at all frequencies exactly
when the cubic coefficient vanishes. -/
theorem bandStrength_frequency_independent_iff (m0 m1 m2 m3 : ℝ) :
    (∃ S : ℝ, ∀ w : ℝ, 0 < w →
      bandStrength w (fun q => m0 + m1 * q + m2 * q ^ 2 + m3 * q ^ 3) = S) ↔ m3 = 0 := by
  constructor
  · rintro ⟨S, hS⟩
    -- three frequencies suffice to isolate the square of m3
    have h1 := hS 1 (by norm_num)
    have h2 := hS (1 / 2) (by norm_num)
    have h3 := hS (1 / 3) (by norm_num)
    rw [bandStrength_cubic (by norm_num)] at h1 h2 h3
    have h : m3 ^ 2 = 0 := by
      linear_combination (4 / 9) * (h3 - 2 * h2 + h1)
    exact pow_eq_zero_iff (two_ne_zero) |>.mp h
  · rintro rfl
    refine ⟨m1 ^ 2 / 2, fun w hw => ?_⟩
    rw [bandStrength_cubic hw, mul_zero, zero_div, add_zero]

end

end DoubleHarmonicIntensity
```

```lean
#print axioms DoubleHarmonicIntensity.states_orthonormal
-- 'DoubleHarmonicIntensity.states_orthonormal' depends on axioms: [propext, Classical.choice, Quot.sound]
#print axioms DoubleHarmonicIntensity.double_harmonic_intensity
-- 'DoubleHarmonicIntensity.double_harmonic_intensity' depends on axioms: [propext, Classical.choice, Quot.sound]
#print axioms DoubleHarmonicIntensity.bandStrength_frequency_independent_iff
-- 'DoubleHarmonicIntensity.bandStrength_frequency_independent_iff' depends on axioms: [propext, Classical.choice, Quot.sound]
```
